# A negative lowest level stays negative and does not fall when a nonnegative mass matrix is lumped

Replacing a finite-element mass matrix by the diagonal matrix of its row sums, with the Hamiltonian matrix unchanged, generally changes the norms of trial functions, and with them the computed energies. This raises two questions about a bound state: whether a shallow one missing from a lumped calculation could have been removed by the lumping, and whether a level that looks more strongly bound could owe its depth to the altered norm. For the lowest level of a symmetric matrix problem, neither happens if the level is negative and the mass matrix is positive definite with nonnegative entries.

## Two norms and one Hamiltonian

Let H be the real symmetric Hamiltonian matrix in a finite nodal basis and M the mass matrix, whose entry M_ij is the overlap of basis functions i and j. A vector x of nodal coefficients has squared norm x·Mx and energy expectation value (x·Hx)/(x·Mx). Let D be the diagonal matrix with

D_ii = Σ_j M_ij.

Call E the lowest level of the consistent problem Hc = EMc, and E' that of the lumped problem Hd = E'Dd, with c and d nonzero. The claim is that E < 0 implies E ≤ E' < 0.

**The lumping defect.** Since M is symmetric, exchanging the summation indices gives

x·Dx = Σ_i Σ_j M_ij x_i² = Σ_i Σ_j M_ij x_j².

Taking half of each double sum and subtracting x·Mx = Σ_i Σ_j M_ij x_i x_j yields

x·Dx − x·Mx = ½ Σ_i Σ_j M_ij (x_i − x_j)².

With nonnegative entries the right side is nonnegative. Hence x·Dx ≥ x·Mx, which is positive for x ≠ 0, and D is positive definite.

**The variational principle.** The quotient (x·Hx)/(x·Mx) is continuous on the unit sphere, which is compact, so it has a minimum μ there, at some u. Scaling x does not change the quotient, so μ(x·Mx) ≤ x·Hx for all x. Put A = H − μM. Then A is symmetric, x·Ax ≥ 0 for all x, and u·Au = 0. For any vector y and real t,

0 ≤ (u + ty)·A(u + ty) = 2t(y·Au) + t²(y·Ay).

For small t of either sign this is possible only if y·Au = 0. Since y is arbitrary, Au = 0, that is, Hu = μMu. So μ is a level, E ≤ μ, and

E(x·Mx) ≤ x·Hx for every x.

The same holds for E' and D.

**Exchanging the ground states.** Use d as a trial vector in the consistent problem:

E'(d·Dd) = d·Hd ≥ E(d·Md) ≥ E(d·Dd).

The last step uses E < 0. Dividing by d·Dd > 0 gives E ≤ E'. Now use c in the lumped problem:

E'(c·Dc) ≤ c·Hc = E(c·Mc) < 0,

so E' < 0. If moreover x·Mx ≥ κ(x·Dx) for all x, then E(c·Mc) ≤ κE(c·Dc), and therefore E' ≤ κE.

The constant κ is a fraction of the lumped squared norm that the consistent one is guaranteed to keep. For positive κ, at least the fraction κ of the binding energy |E| survives. Linear elements in one dimension allow κ = 1/3.

## Levels as least eigenvalues

In the code, `n` is the finite set of nodes.

In Lean 4 with Mathlib:

```lean
import Mathlib

open Matrix

namespace MassLumpingBoundStates

variable {n : Type*} [Fintype n]
```

The function `quad A c` is the form c·Ac. Vectors are not normalised, so an expectation value is `quad H c / quad M c`.

```lean
/-- The quadratic form `c·Ac` of a matrix `A` in the nodal coefficients `c`. -/
def quad (A : Matrix n n ℝ) (c : n → ℝ) : ℝ := c ⬝ᵥ A *ᵥ c
```

A lowest level is defined by the eigenvalue equation and not by a minimum of the energy. `IsLeast` says that `E` belongs to the set of real eigenvalues with nonzero real eigenvectors and is a lower bound of that set.

```lean
/-- `E` is the lowest level of the generalised eigenvalue problem `H c = E M c`. -/
def IsLowestLevel (H M : Matrix n n ℝ) (E : ℝ) : Prop :=
  IsLeast {e : ℝ | ∃ c : n → ℝ, c ≠ 0 ∧ H *ᵥ c = e • (M *ᵥ c)} E
```

Three small facts come next. A positive definite matrix gives every nonzero vector a positive squared norm, and it is symmetric. On an eigenvector, the form of `H` equals the eigenvalue times the form of `M`.

```lean
/-- A positive definite matrix has a positive quadratic form on nonzero vectors. -/
lemma quad_pos {M : Matrix n n ℝ} (hM : M.PosDef) {x : n → ℝ} (hx : x ≠ 0) :
    0 < quad M x := by
  simpa only [quad, star_trivial] using hM.dotProduct_mulVec_pos hx

omit [Fintype n] in
/-- A real positive definite matrix is symmetric. -/
lemma symm_of_posDef {M : Matrix n n ℝ} (hM : M.PosDef) : M.IsSymm :=
  (conjTranspose_eq_transpose_of_trivial M).symm.trans hM.isHermitian.eq

/-- On an eigenvector the form of `H` is the eigenvalue times the form of `M`. -/
lemma quad_eigen {H M : Matrix n n ℝ} {e : ℝ} {c : n → ℝ}
    (h : H *ᵥ c = e • (M *ᵥ c)) : quad H c = e * quad M c := by
  simp only [quad, h, dotProduct_smul, smul_eq_mul]
```

## From a minimum to an eigenvector

The variational principle is proved in the order used above. `exists_isMinOn` supplies the minimiser, which the code calls `c`; `hvar` extends the inequality from the sphere to all vectors by scaling; `hA` and `hz` state that H − μM is positive semidefinite and that its form vanishes at the minimiser. The norm on `n → ℝ` is the maximum norm, so the "sphere" is the surface of a cube, which is equally compact.

```lean
/-- Variational principle: for symmetric `H` and positive definite `M`, the lowest level `E`
satisfies `E (x·Mx) ≤ x·Hx` for every trial vector `x`. -/
theorem variational_principle {H M : Matrix n n ℝ} {E : ℝ} (hH : H.IsSymm) (hM : M.PosDef)
    (hE : IsLowestLevel H M E) (x : n → ℝ) : E * quad M x ≤ quad H x := by
  obtain ⟨⟨c₀, hc₀, _⟩, hl⟩ := hE
  obtain ⟨i, _⟩ := Function.ne_iff.mp hc₀
  have : Nonempty n := ⟨i⟩
  have hcont : ∀ A : Matrix n n ℝ, Continuous fun x => quad A x := by
    intro A
    simp only [quad, dotProduct, Matrix.mulVec]
    fun_prop
  have hne : ∀ x ∈ Metric.sphere (0 : n → ℝ) 1, x ≠ 0 := by
    rintro x hx rfl
    simp at hx
  -- the Rayleigh quotient attains its minimum on the unit sphere
  obtain ⟨c, hc, hmin⟩ := (isCompact_sphere (0 : n → ℝ) 1).exists_isMinOn
    (NormedSpace.sphere_nonempty.mpr zero_le_one)
    ((hcont H).continuousOn.div (hcont M).continuousOn
      (fun x hx => (quad_pos hM (hne x hx)).ne'))
  obtain ⟨μ, hμ⟩ : ∃ μ, μ = quad H c / quad M c := ⟨_, rfl⟩
  have hvar : ∀ x, μ * quad M x ≤ quad H x := by
    intro x
    by_cases hx : x = 0
    · subst hx
      simp [quad]
    · have hn : ‖x‖ ≠ 0 := norm_ne_zero_iff.mpr hx
      have hy : ‖x‖⁻¹ • x ∈ Metric.sphere (0 : n → ℝ) 1 := by
        rw [mem_sphere_zero_iff_norm, norm_smul, norm_inv, norm_norm, inv_mul_cancel₀ hn]
      have hs : ∀ A : Matrix n n ℝ, quad A (‖x‖⁻¹ • x) = (‖x‖⁻¹) ^ 2 * quad A x := by
        intro A
        simp only [quad, Matrix.mulVec_smul, dotProduct_smul, smul_dotProduct, smul_eq_mul]
        ring
      have h : quad H c / quad M c ≤ quad H (‖x‖⁻¹ • x) / quad M (‖x‖⁻¹ • x) :=
        isMinOn_iff.mp hmin _ hy
      rwa [hs, hs, mul_div_mul_left _ _ (pow_ne_zero 2 (inv_ne_zero hn)), ← hμ,
        le_div_iff₀ (quad_pos hM hx)] at h
  -- the minimiser annihilates the semidefinite form of H - μ M, so it is an eigenvector
  have hq : ∀ x, quad (H - μ • M) x = quad H x - μ * quad M x := by
    intro x
    simp only [quad, Matrix.sub_mulVec, Matrix.smul_mulVec, dotProduct_sub,
      dotProduct_smul, smul_eq_mul]
  have hA : (H - μ • M).PosSemidef := by
    refine Matrix.PosSemidef.of_dotProduct_mulVec_nonneg ?_ (fun x => ?_)
    · rw [Matrix.IsHermitian, conjTranspose_eq_transpose_of_trivial, transpose_sub,
        transpose_smul, hH.eq, (symm_of_posDef hM).eq]
    · have h : 0 ≤ quad (H - μ • M) x := by linarith [hq x, hvar x]
      simpa only [quad, star_trivial] using h
  have hz : quad (H - μ • M) c = 0 := by
    rw [hq, hμ, div_mul_cancel₀ _ (quad_pos hM (hne c hc)).ne', sub_self]
  have hk : (H - μ • M) *ᵥ c = 0 :=
    (hA.dotProduct_mulVec_zero_iff c).mp (by simpa only [quad, star_trivial] using hz)
  rw [Matrix.sub_mulVec, Matrix.smul_mulVec] at hk
  have hEμ : E ≤ μ := hl ⟨c, hne c hc, sub_eq_zero.mp hk⟩
  have h0 : 0 ≤ quad M x := by
    simpa only [quad, star_trivial] using hM.posSemidef.dotProduct_mulVec_nonneg x
  exact (mul_le_mul_of_nonneg_right hEμ h0).trans (hvar x)
```

The decisive Mathlib lemma is `dotProduct_mulVec_zero_iff`, applied to `hA`. For a positive semidefinite matrix A it states that c·Ac = 0 if and only if Ac = 0. It replaces the expansion in t, so no derivative of the quotient is needed. Symmetry, which `PosSemidef` includes, is essential here: the matrix with rows (0, 1) and (−1, 0) has a form that vanishes on every vector, yet it annihilates only the zero vector. This is why the first part of `hA` checks that H − μM is symmetric.

## Lumping does not decrease the norm

The lumped matrix is the diagonal matrix of row sums, taken over the nodes kept in `M`. If boundary nodes are removed only after lumping, the diagonal entries can be larger than these sums. The theorems below do not cover that case as stated, but with nonnegative overlaps the argument by hand still does, since the exchange of ground states uses only x·Dx ≥ x·Mx.

```lean
variable [DecidableEq n]

/-- The lumped mass matrix: the diagonal matrix of the row sums of `M`. -/
def lump (M : Matrix n n ℝ) : Matrix n n ℝ := Matrix.diagonal fun i => ∑ j, M i j
```

In the defect identity, `h1` and `h2` are the two expressions for x·Dx, `h3` expands x·Mx, and `h4` expands the squared differences. `linarith` combines them.

```lean
/-- For symmetric `M`, lumping changes the form `x·Mx` by half the sum of
`M i j (x i - x j)²` over all ordered pairs of nodes. -/
theorem lumping_defect {M : Matrix n n ℝ} (hM : M.IsSymm) (x : n → ℝ) :
    quad (lump M) x - quad M x = 1 / 2 * ∑ i, ∑ j, M i j * (x i - x j) ^ 2 := by
  have h1 : quad (lump M) x = ∑ i, ∑ j, M i j * x i ^ 2 := by
    simp only [quad, lump, dotProduct, Matrix.mulVec_diagonal]
    refine Finset.sum_congr rfl fun i _ => ?_
    rw [← Finset.sum_mul]
    ring
  have h2 : quad (lump M) x = ∑ i, ∑ j, M i j * x j ^ 2 := by
    rw [h1, Finset.sum_comm]
    refine Finset.sum_congr rfl fun i _ => Finset.sum_congr rfl fun j _ => ?_
    rw [hM.apply i j]
  have h3 : quad M x = ∑ i, ∑ j, M i j * (x i * x j) := by
    simp only [quad, dotProduct, Matrix.mulVec, Finset.mul_sum]
    refine Finset.sum_congr rfl fun i _ => Finset.sum_congr rfl fun j _ => ?_
    ring
  have h4 : ∑ i, ∑ j, M i j * (x i - x j) ^ 2 = ∑ i, ∑ j, M i j * x i ^ 2
      + ∑ i, ∑ j, M i j * x j ^ 2 - 2 * ∑ i, ∑ j, M i j * (x i * x j) := by
    simp only [Finset.mul_sum, ← Finset.sum_add_distrib, ← Finset.sum_sub_distrib]
    refine Finset.sum_congr rfl fun i _ => Finset.sum_congr rfl fun j _ => ?_
    ring
  linarith
```

This identity needs only symmetry. Nonnegative entries come in with the next lemma, which gives both the comparison of norms and the positive definiteness of D.

```lean
/-- Lumping a positive definite matrix with nonnegative entries does not decrease its
quadratic form and leaves it positive definite. -/
lemma lump_bounds {M : Matrix n n ℝ} (hM : M.PosDef) (h0 : ∀ i j, 0 ≤ M i j) :
    (∀ x, quad M x ≤ quad (lump M) x) ∧ (lump M).PosDef := by
  have hle : ∀ x, quad M x ≤ quad (lump M) x := by
    intro x
    have h : 0 ≤ ∑ i, ∑ j, M i j * (x i - x j) ^ 2 := Finset.sum_nonneg fun i _ =>
      Finset.sum_nonneg fun j _ => mul_nonneg (h0 i j) (sq_nonneg _)
    linarith [lumping_defect (symm_of_posDef hM) x]
  refine ⟨hle, Matrix.posDef_iff_dotProduct_mulVec.mpr ⟨?_, fun x hx => ?_⟩⟩
  · rw [Matrix.IsHermitian, conjTranspose_eq_transpose_of_trivial, lump,
      Matrix.diagonal_transpose]
  · simpa only [quad, star_trivial] using (quad_pos hM hx).trans_le (hle x)
```

Basis functions that are nowhere negative, such as linear hat functions, have nonnegative overlaps. Higher-order elements can have negative ones, and the lower bound E ≤ E' can then fail. Take M with rows (1, −½) and (−½, 1), and H with rows (−1, 1) and (1, −1): lumping moves the lowest level from −4/3 to −4.

## The bound level and its remaining depth

The main theorem takes `hE` and `hE'` as the statements that `E` and `E'` are the two lowest levels, and `hneg` as the condition E < 0. Its two branches are the two exchanges of ground states. In the first, `mul_le_mul_of_nonpos_left` reverses the comparison of norms on multiplication by the negative `E`. The second assumes E' ≥ 0 and obtains a contradiction.

```lean
variable {H M : Matrix n n ℝ} {E E' : ℝ}

/-- Let `H` be symmetric and `M` positive definite with nonnegative entries. If the lowest
level `E` is negative, the lowest level `E'` after mass lumping is not lower and is
still negative. -/
theorem bound_level_rises (hH : H.IsSymm) (hM : M.PosDef) (h0 : ∀ i j, 0 ≤ M i j)
    (hE : IsLowestLevel H M E) (hE' : IsLowestLevel H (lump M) E') (hneg : E < 0) :
    E ≤ E' ∧ E' < 0 := by
  obtain ⟨hle, hD⟩ := lump_bounds hM h0
  obtain ⟨c, hc, hec⟩ := hE.1
  obtain ⟨d, hd, hed⟩ := hE'.1
  constructor
  · -- the lumped ground state is a trial vector for the consistent problem
    have h1 := variational_principle hH hM hE d
    rw [quad_eigen hed] at h1
    have h2 := mul_le_mul_of_nonpos_left (hle d) hneg.le
    exact le_of_mul_le_mul_right (h2.trans h1) (quad_pos hD hd)
  · -- the consistent ground state is a trial vector for the lumped problem
    have h1 := variational_principle hH hD hE' c
    rw [quad_eigen hec] at h1
    have h2 := mul_neg_of_neg_of_pos hneg (quad_pos hM hc)
    by_contra h
    linarith [mul_nonneg (not_lt.mp h) (quad_pos hD hc).le]
```

The same `H` appears in both problems. If the potential matrix is lumped as well, the Hamiltonian changes and the theorem does not apply. "Bound" means negative relative to the zero of energy built into `H`; whether that zero is the continuum threshold is a matter of the physical model. For a single-particle electronic-structure calculation with a fixed potential, in a finite basis whose overlaps are all nonnegative, the result says that lumping the mass matrix alone may weaken the binding of a ground state of negative energy but cannot deepen or remove it.

The last theorem adds the bound by κ, with `hκ` as a hypothesis on the mass matrix that has to be established for the elements in use.

```lean
/-- Let `H` be symmetric, `M` positive definite with nonnegative entries and the lowest level
`E` negative. If `x·Mx` is at least `κ` times its lumped value for every `x`, the lowest level
after lumping is at most `κ E`. -/
theorem binding_retained (hH : H.IsSymm) (hM : M.PosDef) (h0 : ∀ i j, 0 ≤ M i j)
    (hE : IsLowestLevel H M E) (hE' : IsLowestLevel H (lump M) E') (hneg : E < 0)
    {κ : ℝ} (hκ : ∀ x, κ * quad (lump M) x ≤ quad M x) : E' ≤ κ * E := by
  have hD := (lump_bounds hM h0).2
  obtain ⟨c, hc, hec⟩ := hE.1
  have h1 := variational_principle hH hD hE' c
  rw [quad_eigen hec] at h1
  have h2 := mul_le_mul_of_nonpos_left (hκ c) hneg.le
  refine le_of_mul_le_mul_right ?_ (quad_pos hD hc)
  linarith

end MassLumpingBoundStates
```

```lean
#print axioms MassLumpingBoundStates.bound_level_rises
-- 'MassLumpingBoundStates.bound_level_rises' depends on axioms: [propext, Classical.choice, Quot.sound]
#print axioms MassLumpingBoundStates.binding_retained
-- 'MassLumpingBoundStates.binding_retained' depends on axioms: [propext, Classical.choice, Quot.sound]
```

## A nonnegative lowest level does not rise

The same exchange of trial vectors settles the opposite sign by hand, a case for which the code has no theorem. If E ≥ 0, then

E'(c·Dc) ≤ c·Hc = E(c·Mc) ≤ E(c·Dc),

so E' ≤ E. Using d in the consistent problem gives E'(d·Dd) = d·Hd ≥ E(d·Md) ≥ 0, so E' ≥ 0. The larger lumped norm thus moves the lowest level towards zero from either side, or leaves it where it is.
